# The third-moment sum rule for eigenstates of a finite Hermitian Hamiltonian

A weak probe coupled to the density of an electron gas takes it from an eigenstate ψ of its Hamiltonian H, with energy E, to eigenstates of energy ε_k. The probe operator A sets the strength of each line, and the frequencies are ε_k − E (with ħ = 1). The spectrum is a sum of such lines over the final states. Its third frequency moment can be obtained without computing those states. When A is Hermitian, it is half the expectation value in ψ of a nested commutator built from H and A. The version below is for finite matrices, so it covers a model in a finite basis and not the continuum gas itself.

## Operators, states and moments

```lean
import Mathlib

open Matrix

namespace ThirdMomentSumRule

noncomputable section

variable {n : Type*} [Fintype n] [DecidableEq n]
```

The finite type `n` labels the states of an orthonormal basis. An operator is a complex matrix `Matrix n n ℂ`, and a state is a function `n → ℂ`, its list of components.

```lean
/-- The commutator `[X, Y] = XY - YX` of two operators. -/
def comm (X Y : Matrix n n ℂ) : Matrix n n ℂ := X * Y - Y * X
```

This is the usual commutator, [X, Y] = XY − YX.

```lean
/-- The excitation operator `H - E`, which measures energies from the level `E`. -/
def exc (H : Matrix n n ℂ) (E : ℝ) : Matrix n n ℂ := H - (E : ℂ) • (1 : Matrix n n ℂ)
```

`exc H E` is K = H − E, with E a real number multiplying the identity matrix.

```lean
/-- The third frequency moment `⟨x, (H - E)³ x⟩` of a vector `x`. -/
def thirdMoment (H : Matrix n n ℂ) (E : ℝ) (x : n → ℂ) : ℂ :=
  star x ⬝ᵥ ((exc H E) ^ 3 *ᵥ x)
```

Here `*ᵥ` applies a matrix to a vector, `⬝ᵥ` is the dot product without conjugation, and `star` conjugates. Thus `star x ⬝ᵥ y` is ⟨x, y⟩, and the moment is ⟨x, K³x⟩.

```lean
/-- The vectors `φ k` are eigenvectors of `H` with real energies `ε k`, and they resolve
the identity: `∑ |φ k⟩⟨φ k| = 1`. -/
def IsEigenbasis (H : Matrix n n ℂ) (ε : n → ℝ) (φ : n → n → ℂ) : Prop :=
  (∀ k, H *ᵥ φ k = (ε k : ℂ) • φ k) ∧ ∀ x : n → ℂ, ∑ k, (star (φ k) ⬝ᵥ x) • φ k = x
```

An eigenbasis consists of eigenvectors φ_k with real energies ε_k, such that every x equals Σ_k ⟨φ_k, x⟩ φ_k.

## Moving commutators onto the state

```lean
/-- On an eigenstate of energy `E`, the commutator with `H` acts as
`[H, X] ψ = (H - E) X ψ`. -/
theorem comm_mulVec_eigenstate {H : Matrix n n ℂ} {E : ℝ} {ψ : n → ℂ}
    (hψ : H *ᵥ ψ = (E : ℂ) • ψ) (X : Matrix n n ℂ) :
    comm H X *ᵥ ψ = exc H E *ᵥ (X *ᵥ ψ) := by
  simp only [comm, exc, Matrix.sub_mulVec, ← Matrix.mulVec_mulVec, hψ, Matrix.mulVec_smul,
    Matrix.smul_mulVec, Matrix.one_mulVec]
```

The hypothesis `hψ` says Hψ = Eψ. By hand,

[H, X]ψ = HXψ − XHψ = HXψ − EXψ = KXψ.

The `simp only` call expands the definitions and makes the same substitution.

```lean
omit [DecidableEq n] in
/-- For Hermitian `H`, the adjoint of `[H, X]` is `-[H, X†]`. -/
theorem comm_conjTranspose {H : Matrix n n ℂ} (hH : H.IsHermitian) (X : Matrix n n ℂ) :
    (comm H X)ᴴ = -comm H Xᴴ := by
  simp only [comm, Matrix.conjTranspose_sub, Matrix.conjTranspose_mul, hH.eq, neg_sub]
```

The symbol `ᴴ` is the adjoint †. Since H† = H,

[H, X]† = X†H − HX† = −[H, X†].

```lean
/-- For Hermitian `H`, powers of `H - E` can be moved from the bra to the ket: `⟨(H - E)ᵃ x, (H -
E)ᵇ x⟩ = ⟨x, (H - E)ᵃ⁺ᵇ x⟩`. -/
theorem exc_pow_move {H : Matrix n n ℂ} (hH : H.IsHermitian) (E : ℝ) (a b : ℕ)
    (x : n → ℂ) :
    star ((exc H E) ^ a *ᵥ x) ⬝ᵥ ((exc H E) ^ b *ᵥ x)
      = star x ⬝ᵥ ((exc H E) ^ (a + b) *ᵥ x) := by
  have hK : (exc H E)ᴴ = exc H E := by
    simp [exc, Matrix.conjTranspose_sub, Matrix.conjTranspose_smul, hH.eq]
  rw [Matrix.star_mulVec, Matrix.conjTranspose_pow, hK, ← Matrix.dotProduct_mulVec,
    Matrix.mulVec_mulVec, pow_add]
```

K is Hermitian because H is and E is real; this is `hK`. Hence

⟨Kᵃx, Kᵇx⟩ = ⟨x, KᵃKᵇx⟩ = ⟨x, Kᵃ⁺ᵇx⟩.

## The sum rule

```lean
/-- Third-moment sum rule for an arbitrary operator `A`, with `H` Hermitian and `Hψ = Eψ`: `⟨ψ,
[[A†, H], [H, [H, A]]] ψ⟩ = ⟨Aψ, (H - E)³ Aψ⟩ + ⟨A†ψ, (H - E)³ A†ψ⟩`. -/
theorem third_moment_sum_rule {H : Matrix n n ℂ} (hH : H.IsHermitian) {E : ℝ} {ψ : n → ℂ}
    (hψ : H *ᵥ ψ = (E : ℂ) • ψ) (A : Matrix n n ℂ) :
    star ψ ⬝ᵥ (comm (comm Aᴴ H) (comm H (comm H A)) *ᵥ ψ)
      = thirdMoment H E (A *ᵥ ψ) + thirdMoment H E (Aᴴ *ᵥ ψ) := by
  -- the left factor of a product acts on the bra through its adjoint
  have bra : ∀ X Y : Matrix n n ℂ,
      star ψ ⬝ᵥ ((X * Y) *ᵥ ψ) = star (Xᴴ *ᵥ ψ) ⬝ᵥ (Y *ᵥ ψ) := by
    intro X Y
    rw [Matrix.star_mulVec, Matrix.conjTranspose_conjTranspose, ← Matrix.mulVec_mulVec,
      Matrix.dotProduct_mulVec]
  have flip : comm Aᴴ H = -comm H Aᴴ := by simp only [comm, neg_sub]
  have one : ∀ X : Matrix n n ℂ, comm H X *ᵥ ψ = (exc H E) ^ 1 *ᵥ (X *ᵥ ψ) := by
    intro X
    rw [pow_one, comm_mulVec_eigenstate hψ]
  have two : ∀ X : Matrix n n ℂ,
      comm H (comm H X) *ᵥ ψ = (exc H E) ^ 2 *ᵥ (X *ᵥ ψ) := by
    intro X
    rw [comm_mulVec_eigenstate hψ, comm_mulVec_eigenstate hψ, Matrix.mulVec_mulVec, pow_two]
  have adj1 : (comm Aᴴ H)ᴴ = comm H A := by
    rw [flip, Matrix.conjTranspose_neg, comm_conjTranspose hH,
      Matrix.conjTranspose_conjTranspose, neg_neg]
  have adj2 : (comm H (comm H A))ᴴ = comm H (comm H Aᴴ) := by
    rw [comm_conjTranspose hH, comm_conjTranspose hH]
    simp only [comm, mul_neg, neg_mul]
    abel
  -- the two orderings of the outer commutator give the two moments
  have first : star ψ ⬝ᵥ ((comm Aᴴ H * comm H (comm H A)) *ᵥ ψ)
      = thirdMoment H E (A *ᵥ ψ) := by
    rw [bra, adj1, one, two, exc_pow_move hH]
    rfl
  have second : star ψ ⬝ᵥ ((comm H (comm H A) * comm Aᴴ H) *ᵥ ψ)
      = -thirdMoment H E (Aᴴ *ᵥ ψ) := by
    rw [bra, adj2, flip, Matrix.neg_mulVec, dotProduct_neg, two, one, exc_pow_move hH]
    rfl
  rw [comm, Matrix.sub_mulVec, dotProduct_sub, first, second, sub_neg_eq_add]
```

A may be any matrix here, which matters because a density fluctuation at finite wavevector is generally not Hermitian. Write P = [A†, H] and Q = [H, [H, A]]. The adjoint rule gives

P† = [H, A],  Q† = [H, [H, A†]].

These are `adj1` and `adj2`. Acting on ψ, one commutator with H produces K and two produce K² (`one` and `two`). Moving the left factor onto the bra (`bra`) then gives

⟨ψ, PQψ⟩ = ⟨KAψ, K²Aψ⟩ = ⟨Aψ, K³Aψ⟩

⟨ψ, QPψ⟩ = ⟨K²A†ψ, −KA†ψ⟩ = −⟨A†ψ, K³A†ψ⟩.

These are `first` and `second`. Subtracting them turns the minus sign into a plus and yields the sum of two moments.

The vector ψ need not be normalised. For unit ψ the left side is an expectation value; otherwise both sides carry the factor ⟨ψ, ψ⟩.

```lean
/-- For Hermitian `H` and `A` and `Hψ = Eψ`, the sum rule reads `⟨ψ, [[A, H], [H, [H, A]]] ψ⟩ = 2
⟨Aψ, (H - E)³ Aψ⟩`. -/
theorem third_moment_sum_rule_hermitian {H A : Matrix n n ℂ} (hH : H.IsHermitian)
    (hA : A.IsHermitian) {E : ℝ} {ψ : n → ℂ} (hψ : H *ᵥ ψ = (E : ℂ) • ψ) :
    star ψ ⬝ᵥ (comm (comm A H) (comm H (comm H A)) *ᵥ ψ)
      = 2 * thirdMoment H E (A *ᵥ ψ) := by
  have h := third_moment_sum_rule hH hψ A
  rw [hA.eq] at h
  rw [h, two_mul]
```

If A† = A, the two moments coincide:

⟨ψ, [[A, H], [H, [H, A]]]ψ⟩ = 2⟨Aψ, K³Aψ⟩.

## The spectrum behind the moment

```lean
/-- In an eigenbasis of `H` the third moment of `x` is the sum of the cubed energy differences `ε k
- E` weighted by `|⟨φ k, x⟩|²`, that is `∑ (ε k - E)³ |⟨φ k, x⟩|²`. -/
theorem thirdMoment_eq_spectral_sum {H : Matrix n n ℂ} {ε : n → ℝ} {φ : n → n → ℂ}
    (hφ : IsEigenbasis H ε φ) (E : ℝ) (x : n → ℂ) :
    thirdMoment H E x
      = ((∑ k, (ε k - E) ^ 3 * ‖star (φ k) ⬝ᵥ x‖ ^ 2 : ℝ) : ℂ) := by
  obtain ⟨heig, hc⟩ := hφ
  have hk : ∀ k, exc H E *ᵥ φ k = ((ε k : ℂ) - (E : ℂ)) • φ k := by
    intro k
    simp only [exc, Matrix.sub_mulVec, Matrix.smul_mulVec, Matrix.one_mulVec, heig k, sub_smul]
  have h3 : ∀ k, (exc H E) ^ 3 *ᵥ φ k = ((ε k : ℂ) - (E : ℂ)) ^ 3 • φ k := by
    intro k
    simp only [pow_succ, pow_zero, one_mul, ← Matrix.mulVec_mulVec, hk, Matrix.mulVec_smul,
      smul_smul, mul_assoc]
  -- expand the vector in eigenstates and let the cube act on each of them
  have hx : (exc H E) ^ 3 *ᵥ x
      = ∑ k, (star (φ k) ⬝ᵥ x) • (((ε k : ℂ) - (E : ℂ)) ^ 3 • φ k) := by
    calc (exc H E) ^ 3 *ᵥ x
        = Matrix.mulVecLin ((exc H E) ^ 3) (∑ k, (star (φ k) ⬝ᵥ x) • φ k) := by
          rw [hc x, Matrix.mulVecLin_apply]
      _ = _ := by
          rw [map_sum]
          simp only [map_smul, Matrix.mulVecLin_apply, h3]
  rw [thirdMoment, hx, dotProduct_sum, Complex.ofReal_sum]
  refine Finset.sum_congr rfl fun k _ => ?_
  have hm : (star (φ k) ⬝ᵥ x) * star (star (φ k) ⬝ᵥ x)
      = ((‖star (φ k) ⬝ᵥ x‖ ^ 2 : ℝ) : ℂ) := by
    rw [← Complex.normSq_eq_norm_sq]
    exact Complex.mul_conj _
  rw [dotProduct_smul, dotProduct_smul, Matrix.star_dotProduct x (φ k), smul_eq_mul,
    smul_eq_mul, Complex.ofReal_mul, ← hm, Complex.ofReal_pow, Complex.ofReal_sub]
  ring
```

Expand x in the eigenbasis and use K³φ_k = (ε_k − E)³φ_k, which is `h3`:

⟨x, K³x⟩ = Σ_k ⟨φ_k, x⟩ (ε_k − E)³ ⟨x, φ_k⟩ = Σ_k (ε_k − E)³ |⟨φ_k, x⟩|².

With x = Aψ, the weights are the transition strengths |⟨φ_k, Aψ⟩|². The theorem takes the eigenbasis as a hypothesis; for Hermitian H, the spectral theorem supplies one.

When a spectrum is computed by diagonalising H in a finite orthonormal basis, the commutator expectation value can therefore check its third moment (for non-Hermitian A, the sum of the moments for A and A†), provided that ψ is an eigenvector of that same matrix H and the commutators are formed from the same truncated matrices.

```lean
/-- For Hermitian `H` and `A` and `Hψ = Eψ`, if no energy of `H` lies below `E`, then `⟨ψ, [[A, H],
[H, [H, A]]] ψ⟩` has nonnegative real part. -/
theorem ground_state_nonneg {H A : Matrix n n ℂ} (hH : H.IsHermitian)
    (hA : A.IsHermitian) {E : ℝ} {ψ : n → ℂ} (hψ : H *ᵥ ψ = (E : ℂ) • ψ)
    {ε : n → ℝ} {φ : n → n → ℂ} (hφ : IsEigenbasis H ε φ) (hE : ∀ k, E ≤ ε k) :
    0 ≤ (star ψ ⬝ᵥ (comm (comm A H) (comm H (comm H A)) *ᵥ ψ)).re := by
  rw [third_moment_sum_rule_hermitian hH hA hψ, thirdMoment_eq_spectral_sum hφ, two_mul,
    Complex.add_re, Complex.ofReal_re]
  have h : 0 ≤ ∑ k, (ε k - E) ^ 3 * ‖star (φ k) ⬝ᵥ (A *ᵥ ψ)‖ ^ 2 :=
    Finset.sum_nonneg fun k _ =>
      mul_nonneg (pow_nonneg (sub_nonneg.mpr (hE k)) 3) (sq_nonneg _)
  linarith
```

If E ≤ ε_k for all k, every term in the sum is nonnegative, and so is the commutator side of the sum rule. Lean states this for the real part because the expression has complex type.

## Two levels

```lean
/-- A two-level system with energies `0` and `w`, probed by the operator that swaps the levels: both
matrices are Hermitian, `(1, 0)` is an eigenvector with energy `0`, and the expectation value of
`[[A, H], [H, [H, A]]]` in it is `2w³`. -/
theorem two_level_witness (w : ℝ) :
    (!![0, 0; 0, (w : ℂ)]).IsHermitian ∧ (!![0, 1; 1, (0 : ℂ)]).IsHermitian ∧
    !![0, 0; 0, (w : ℂ)] *ᵥ ![1, 0] = ((0 : ℝ) : ℂ) • ![1, 0] ∧
    star ![1, 0] ⬝ᵥ (comm (comm !![0, 1; 1, 0] !![0, 0; 0, (w : ℂ)])
      (comm !![0, 0; 0, (w : ℂ)] (comm !![0, 0; 0, (w : ℂ)] !![0, 1; 1, 0])) *ᵥ ![1, 0])
      = 2 * (w : ℂ) ^ 3 := by
  refine ⟨?_, ?_, ?_, ?_⟩
  · ext i j
    fin_cases i <;> fin_cases j <;> simp [Matrix.conjTranspose_apply]
  · ext i j
    fin_cases i <;> fin_cases j <;> simp [Matrix.conjTranspose_apply]
  · ext i
    fin_cases i <;> simp [Matrix.mulVec, dotProduct, Fin.sum_univ_succ]
  · simp [comm, Matrix.mulVec, dotProduct, Fin.sum_univ_succ]
    ring

end

end ThirdMomentSumRule
```

Take H = diag(0, w), let A swap the levels, and let ψ = (1, 0), so E = 0. Then

[H, [H, A]] = w²A,  [[A, H], [H, [H, A]]] = 2w³ diag(1, −1),

and the expectation value is 2w³. The four parts of the theorem say that H and A are Hermitian, that ψ has energy 0, and that this value is correct. Lean computes the matrices entry by entry.

For w < 0, ψ is the upper level and the value is negative, so the sign result needs its condition on E. At w = 0 the levels are degenerate and the moment vanishes.

```lean
#print axioms ThirdMomentSumRule.third_moment_sum_rule_hermitian
#print axioms ThirdMomentSumRule.ground_state_nonneg
```

```
'ThirdMomentSumRule.third_moment_sum_rule_hermitian' depends on axioms: [propext, Classical.choice, Quot.sound]
'ThirdMomentSumRule.ground_state_nonneg' depends on axioms: [propext, Classical.choice, Quot.sound]
```
